# For N ≥ 2 centred Gaussian site energies with βσ > √(2 ln N), the mean of ln Z is at most βσ√(2 ln N), strictly below ln⟨Z⟩

Suppose a carrier hops in a simulated box of $N$ sites with Gaussian energies of mean zero and standard deviation $\sigma$, called the width below. One averages $\ln Z$ over many disorder samples and compares the result with $\ln N + (\beta\sigma)^2/2$, which is the logarithm of the averaged $Z$. In a cold, small box the two disagree, and more samples of the same size don't help. With $N = 1000$ and $\beta\sigma = 5$ the formula gives 19.41, while the mean of $\ln Z$ is at most 18.59.

The rough picture is that the average of $Z$ is dominated by energies near $-\beta\sigma^2$, and a box with $\beta\sigma > \sqrt{2\ln N}$ contains on average less than one site that deep. The theorems below show how large the disagreement must at least be. They concern the equilibrium free energy of a single carrier in a finite box and say nothing about hopping rates or mobilities.

## The box and its partition function

In Lean 4 with Mathlib:

```lean
import Mathlib

open MeasureTheory ProbabilityTheory
open scoped NNReal

namespace DisorderedHopping

variable {Ω : Type*} {N : ℕ}
```

`Ω` is the set of disorder samples and `N` is the number of sites.

```lean
/-- The partition function `Z = ∑ exp (-β E_i)` of a box of `N` sites, for one sample `ω` of
the disorder. -/
noncomputable def partitionFn (β : ℝ) (E : Fin N → Ω → ℝ) (ω : Ω) : ℝ :=
  ∑ i, Real.exp (-β * E i ω)
```

For one sample $\omega$ this is
$$Z(\beta) = \sum_{i=0}^{N-1} e^{-\beta E_i(\omega)}.$$
The type `Fin N` supplies the labels $0,\dots,N-1$, and `E i ω` is the energy of site $i$ in sample $\omega$. The number $\beta$ is the inverse temperature, with Boltzmann's constant absorbed.

## Two inequalities for a single sample

```lean
/-- In a box with at least one site, `Z` is positive and `ln Z` is at least `-β E_i` for every
site `i`. -/
theorem site_le_log (β : ℝ) (E : Fin N → Ω → ℝ) (i : Fin N) (ω : Ω) :
    0 < partitionFn β E ω ∧ -β * E i ω ≤ Real.log (partitionFn β E ω) := by
  have hpos : 0 < partitionFn β E ω :=
    Finset.sum_pos (fun j _ => Real.exp_pos _) ⟨i, Finset.mem_univ i⟩
  refine ⟨hpos, ?_⟩
  rw [Real.le_log_iff_exp_le hpos]
  exact Finset.single_le_sum (f := fun j => Real.exp (-β * E j ω))
    (fun j _ => (Real.exp_pos _).le) (Finset.mem_univ i)
```

In the theorem above, the variables stand before the last colon of the statement, the conclusion after it, and the proof after the first `:=`. The conclusion has two parts joined by `∧`: $Z > 0$, and $-\beta E_i \le \ln Z$ for any site $i$.

By hand, $Z$ is a sum of positive terms, so each term satisfies $e^{-\beta E_i} \le Z$. Taking logarithms gives the claim. `Finset.single_le_sum` is the step "one term is at most the sum".

```lean
/-- For a box of at least one site, every real `β` and every real `t ≤ 1`, `t ln Z(β) ≤ ln Z(tβ)`.
-/
theorem heating_bound (hN : 0 < N) (β : ℝ) {t : ℝ} (ht : t ≤ 1) (E : Fin N → Ω → ℝ) (ω : Ω) :
    t * Real.log (partitionFn β E ω) ≤ Real.log (partitionFn (t * β) E ω) := by
  have hpos := (site_le_log β E ⟨0, hN⟩ ω).1
  rw [Real.le_log_iff_exp_le (site_le_log (t * β) E ⟨0, hN⟩ ω).1]
  obtain ⟨L, hL⟩ : ∃ L, L = Real.log (partitionFn β E ω) := ⟨_, rfl⟩
  have hexp : Real.exp L = partitionFn β E ω := by rw [hL, Real.exp_log hpos]
  rw [← hL]
  -- the Boltzmann probabilities sum to one
  have hone : ∑ j, Real.exp (-β * E j ω - L) = 1 := by
    simp only [Real.exp_sub]
    rw [← Finset.sum_div, hexp]
    exact div_self hpos.ne'
  calc Real.exp (t * L) = ∑ j, Real.exp (-β * E j ω - L) * Real.exp (t * L) := by
        rw [← Finset.sum_mul, hone, one_mul]
    _ ≤ ∑ j, Real.exp (-(t * β) * E j ω) := by
        refine Finset.sum_le_sum fun j _ => ?_
        have hj := (site_le_log β E j ω).2
        rw [← hL] at hj
        rw [← Real.exp_add]
        apply Real.exp_le_exp.2
        nlinarith [mul_nonneg (sub_nonneg.2 ht) (sub_nonneg.2 hj)]
```

For $t \le 1$ this says $t \ln Z(\beta) \le \ln Z(t\beta)$. For $0 < t < 1$ and $\beta > 0$ it compares the box with itself at a higher temperature.

Write $L = \ln Z(\beta)$. The Boltzmann probabilities $p_j = e^{-\beta E_j - L}$ sum to one, which is `hone`, so
$$e^{tL} = \sum_j p_j e^{tL} = \sum_j e^{-\beta E_j - (1-t)L}.$$
The previous theorem gives $L + \beta E_j \ge 0$, hence $(1-t)(L + \beta E_j) \ge 0$. Rearranged, this is $-\beta E_j - (1-t)L \le -t\beta E_j$. Each term is therefore at most $e^{-t\beta E_j}$, and the sum is at most $Z(t\beta)$. The `calc` block follows these lines, and `nlinarith` does the rearrangement from the product it is handed.

## Gaussian disorder

```lean
variable [MeasurableSpace Ω] {μ : Measure Ω} {σ : ℝ≥0} {E : Fin N → Ω → ℝ}

/-- Each site energy is a centred Gaussian random variable of width `σ`; correlations between
sites are allowed. -/
structure GaussianSites (μ : Measure Ω) (σ : ℝ≥0) (E : Fin N → Ω → ℝ) : Prop where
  measurable : ∀ i, Measurable (E i)
  law : ∀ i, μ.map (E i) = gaussianReal 0 (σ ^ 2)
```

The measure `μ` is the probability law of the samples. `GaussianSites` collects two assumptions: every $E_i$ is measurable, and its distribution, written `μ.map (E i)`, is Gaussian with mean 0 and variance $\sigma^2$. The Gaussian shape is a postulate. It stands for many small random contributions of the surroundings to a site's energy.

All sites share one width, but nothing is assumed about their joint distribution, so spatially correlated energies are allowed. The type `ℝ≥0` makes $\sigma$ nonnegative.

```lean
/-- Independent Gaussian energies, realised as the coordinates of a product space, are
Gaussian sites. -/
theorem independent_sites_witness (N : ℕ) (σ : ℝ≥0) :
    GaussianSites (Measure.pi fun _ : Fin N => gaussianReal 0 (σ ^ 2)) σ
      (fun i ω => ω i) where
  measurable := fun i => measurable_pi_apply i
  law := fun i => (measurePreserving_eval (fun _ : Fin N => gaussianReal 0 (σ ^ 2)) i).map_eq
```

Independent Gaussian energies satisfy the assumptions for every $N$ and $\sigma$. A sample is then simply the list of energies, and $E_i$ reads off entry $i$.

```lean
/-- For a Gaussian site energy `E_i` and every real `t`, `exp (t E_i)` is integrable, with mean
`exp (σ² t² / 2)`. -/
theorem site_moment (h : GaussianSites μ σ E) (t : ℝ) (i : Fin N) :
    Integrable (fun ω => Real.exp (t * E i ω)) μ ∧
      ∫ ω, Real.exp (t * E i ω) ∂μ = Real.exp ((σ : ℝ) ^ 2 * t ^ 2 / 2) := by
  constructor
  · have h1 : Integrable (fun x : ℝ => Real.exp (t * x)) (μ.map (E i)) := by
      rw [h.law i]
      exact integrable_exp_mul_gaussianReal t
    exact h1.comp_measurable (h.measurable i)
  · have h1 : ∫ ω, Real.exp (t * E i ω) ∂μ
        = Real.exp (0 * t + ((σ ^ 2 : ℝ≥0) : ℝ) * t ^ 2 / 2) := mgf_gaussianReal (h.law i) t
    rw [h1]
    congr 1
    push_cast
    ring
```

This is the Gaussian moment generating function, $\langle e^{tE_i}\rangle = e^{\sigma^2t^2/2}$, where $\langle\cdot\rangle$ is the average over samples. For $\sigma > 0$ one completes the square,
$$tx - \frac{x^2}{2\sigma^2} = \frac{\sigma^2t^2}{2} - \frac{(x-\sigma^2t)^2}{2\sigma^2},$$
and the remaining integral is a normalised Gaussian. For $\sigma = 0$ both sides are 1. Mathlib supplies the value as `mgf_gaussianReal`; the first half of the proof carries integrability from the real line back to the samples.

```lean
/-- The partition function of Gaussian sites is integrable, with mean
`N exp ((βσ)² / 2)`. -/
theorem mean_partitionFn (h : GaussianSites μ σ E) (β : ℝ) :
    Integrable (partitionFn β E) μ ∧
      ∫ ω, partitionFn β E ω ∂μ = N * Real.exp ((β * σ) ^ 2 / 2) := by
  constructor
  · have h1 : Integrable (fun ω => ∑ i, Real.exp (-β * E i ω)) μ :=
      MeasureTheory.integrable_finsetSum _ (fun i _ => (site_moment h (-β) i).1)
    exact h1
  · have e : (σ : ℝ) ^ 2 * (-β) ^ 2 / 2 = (β * σ) ^ 2 / 2 := by ring
    simp only [partitionFn]
    rw [MeasureTheory.integral_finsetSum _ (fun i _ => (site_moment h (-β) i).1)]
    simp only [fun i => (site_moment h (-β) i).2, Finset.sum_const, Finset.card_univ,
      Fintype.card_fin, nsmul_eq_mul]
    rw [e]
```

Setting $t = -\beta$ and adding the $N$ sites gives $\langle Z\rangle = N e^{(\beta\sigma)^2/2}$. Only linearity of the average is used, so correlations don't matter.

## The bound valid at every temperature

```lean
/-- Annealed bound: for at least one Gaussian site, `ln Z` is integrable and its mean is at most
`ln N + (βσ)² / 2`. -/
theorem annealed_bound [IsProbabilityMeasure μ] (h : GaussianSites μ σ E) (hN : 0 < N)
    (β : ℝ) :
    Integrable (fun ω => Real.log (partitionFn β E ω)) μ ∧
      ∫ ω, Real.log (partitionFn β E ω) ∂μ ≤ Real.log N + (β * σ) ^ 2 / 2 := by
  obtain ⟨hZ, hmean⟩ := mean_partitionFn h β
  have hNr : (0 : ℝ) < N := by exact_mod_cast hN
  -- `ln Z` lies between `-exp (β E_0)` and `Z`
  have hint : Integrable (fun ω => Real.log (partitionFn β E ω)) μ := by
    refine (hZ.add (site_moment h β ⟨0, hN⟩).1).mono' ?_ (ae_of_all _ fun ω => ?_)
    · exact (Real.measurable_log.comp_aemeasurable
        hZ.aestronglyMeasurable.aemeasurable).aestronglyMeasurable
    · change |Real.log (partitionFn β E ω)|
        ≤ partitionFn β E ω + Real.exp (β * E ⟨0, hN⟩ ω)
      obtain ⟨h0, h1⟩ := site_le_log β E ⟨0, hN⟩ ω
      have h2 := Real.log_le_sub_one_of_pos h0
      have h3 := Real.add_one_le_exp (β * E ⟨0, hN⟩ ω)
      have h4 := Real.exp_pos (β * E ⟨0, hN⟩ ω)
      rw [abs_le]
      constructor <;> linarith
  refine ⟨hint, ?_⟩
  -- the logarithm lies below its tangent at the mean of `Z`
  obtain ⟨m, hm⟩ : ∃ m : ℝ, m = N * Real.exp ((β * σ) ^ 2 / 2) := ⟨_, rfl⟩
  have hmpos : 0 < m := by rw [hm]; positivity
  have hlog : Real.log m = Real.log N + (β * σ) ^ 2 / 2 := by
    rw [hm, Real.log_mul hNr.ne' (Real.exp_pos _).ne', Real.log_exp]
  have htan : ∫ ω, Real.log (partitionFn β E ω) ∂μ
      ≤ ∫ ω, (partitionFn β E ω / m + (Real.log m - 1)) ∂μ := by
    refine integral_mono hint ((hZ.div_const m).add (integrable_const _)) fun ω => ?_
    have h0 := (site_le_log β E ⟨0, hN⟩ ω).1
    have h1 := Real.log_le_sub_one_of_pos (div_pos h0 hmpos)
    rw [Real.log_div h0.ne' hmpos.ne'] at h1
    change Real.log (partitionFn β E ω) ≤ partitionFn β E ω / m + (Real.log m - 1)
    linarith
  have hval : ∫ ω, (partitionFn β E ω / m + (Real.log m - 1)) ∂μ = Real.log m := by
    rw [integral_add (hZ.div_const m) (integrable_const _), integral_div, hmean, ← hm,
      div_self hmpos.ne']
    simp
  linarith
```

For $N \ge 1$, $\ln Z$ has a finite mean, and $\langle\ln Z\rangle \le \ln N + (\beta\sigma)^2/2$.

For integrability, $\ln Z \le Z - 1$ bounds the logarithm from above. From below, $\ln Z \ge -\beta E_0 \ge 1 - e^{\beta E_0}$. Together they give $|\ln Z| \le Z + e^{\beta E_0}$, and the right-hand side has a finite mean.

For the bound, put $m = \langle Z\rangle$. The logarithm lies below its tangent at $m$:
$$\ln Z \le \frac{Z}{m} + \ln m - 1.$$
Averaging turns the right-hand side into $\ln m = \ln N + (\beta\sigma)^2/2$. In the code `htan` is the averaged inequality and `hval` evaluates its right-hand side.

## The bound for a cold box

```lean
/-- For `N ≥ 2` Gaussian sites with `βσ > √(2 ln N)`, `ln Z` is integrable and its mean is at most
`βσ √(2 ln N)`, strictly below `ln ⟨Z⟩ = ln N + (βσ)² / 2`. -/
theorem small_box_misses_traps [IsProbabilityMeasure μ] (h : GaussianSites μ σ E)
    (hN : 2 ≤ N) {β : ℝ} (hb : Real.sqrt (2 * Real.log N) < β * σ) :
    Integrable (fun ω => Real.log (partitionFn β E ω)) μ ∧
      ∫ ω, Real.log (partitionFn β E ω) ∂μ ≤ β * σ * Real.sqrt (2 * Real.log N) ∧
      β * σ * Real.sqrt (2 * Real.log N) < Real.log (∫ ω, partitionFn β E ω ∂μ) ∧
      Real.log (∫ ω, partitionFn β E ω ∂μ) = Real.log N + (β * σ) ^ 2 / 2 := by
  have hN0 : 0 < N := by omega
  have hN1 : (1 : ℝ) < N := by exact_mod_cast (by omega : 1 < N)
  have hlog := Real.log_pos hN1
  have hs : 0 < Real.sqrt (2 * Real.log N) := Real.sqrt_pos.2 (by linarith)
  have hs2 : Real.sqrt (2 * Real.log N) ^ 2 = 2 * Real.log N := Real.sq_sqrt (by linarith)
  have hann : Real.log (∫ ω, partitionFn β E ω ∂μ) = Real.log N + (β * σ) ^ 2 / 2 := by
    rw [(mean_partitionFn h β).2, Real.log_mul (by linarith) (Real.exp_pos _).ne',
      Real.log_exp]
  have hgap := pow_pos (sub_pos.2 hb) 2
  refine ⟨(annealed_bound h hN0 β).1, ?_, by rw [hann]; nlinarith, hann⟩
  generalize Real.sqrt (2 * Real.log N) = s at *
  have hbpos : 0 < β * σ := hs.trans hb
  -- heat the box to the temperature at which `tβσ = √(2 ln N)`
  obtain ⟨t, ht⟩ : ∃ t, t = s / (β * σ) := ⟨_, rfl⟩
  have htpos : 0 < t := by rw [ht]; exact div_pos hs hbpos
  have ht1 : t ≤ 1 := by rw [ht]; exact (div_le_one hbpos).2 hb.le
  have htb : t * (β * σ) = s := by rw [ht]; exact div_mul_cancel₀ s hbpos.ne'
  have h1 : ∫ ω, t * Real.log (partitionFn β E ω) ∂μ
      ≤ ∫ ω, Real.log (partitionFn (t * β) E ω) ∂μ :=
    integral_mono ((annealed_bound h hN0 β).1.const_mul t) (annealed_bound h hN0 (t * β)).1
      fun ω => heating_bound hN0 β ht1 E ω
  rw [integral_const_mul] at h1
  have h2 := (annealed_bound h hN0 (t * β)).2
  rw [mul_assoc t β (σ : ℝ), htb] at h2
  have h3 : t * (β * σ * s) = s ^ 2 := by rw [← mul_assoc, htb]; ring
  exact le_of_mul_le_mul_left (by linarith) htpos
```

The hypothesis `hb` is $\sqrt{2\ln N} < \beta\sigma$, which forces both $\beta$ and $\sigma$ to be positive. The four conclusions are that $\ln Z$ is integrable, that its mean is at most $\beta\sigma\sqrt{2\ln N}$, that this bound is strictly below $\ln\langle Z\rangle$, and that $\ln\langle Z\rangle = \ln N + (\beta\sigma)^2/2$. The bound concerns the mean, so a single lucky sample may exceed it.

Write $x = \beta\sigma$ and $s = \sqrt{2\ln N}$. Since $N \ge 2$, $s > 0$, and $t = s/x$ lies strictly between 0 and 1. Heat the box from $\beta$ to $t\beta$, where the disorder strength is $t\beta\sigma = s$. The heating inequality, averaged, and then the bound of the previous theorem give
$$t\,\langle\ln Z(\beta)\rangle \le \langle\ln Z(t\beta)\rangle \le \ln N + \frac{s^2}{2} = s^2.$$
Dividing by $t$ yields $\langle\ln Z(\beta)\rangle \le xs$. Strictness comes from completing the square:
$$\ln N + \frac{x^2}{2} - xs = \frac{(x-s)^2}{2} > 0.$$

In the code, `hgap` is the positivity of $(x-s)^2$, `h1` the averaged heating inequality and `h2` the bound at $t\beta$. The last line cancels the positive factor $t$.

### How `integral_mono` passes from samples to means

Both averaging steps, `htan` and `h1`, use the Mathlib lemma `integral_mono`. It takes three inputs: a proof that the left function is integrable, a proof that the right one is, and a proof that the left is at most the right at every sample. It returns the inequality between the integrals.

The third input is written `fun ω => ...`, a recipe that turns any sample `ω` into a proof of the inequality there. In `h1` that recipe is just `heating_bound` applied to `ω`.

The first two inputs are needed because Mathlib assigns the integral 0 to a non-integrable function, and with that convention the inequality between the integrals can fail. This is why `annealed_bound` proves integrability along with its bound, and does so for every $\beta$: `h1` needs it at both $\beta$ and $t\beta$.

## How many sites a given accuracy requires

```lean
/-- Box size needed: if `N ≥ 2` Gaussian sites give a mean `ln Z` within `δ` of `ln ⟨Z⟩`, and
`√(2δ) ≤ βσ`, then `N` is at least `exp ((βσ - √(2δ))² / 2)`. -/
theorem sites_needed [IsProbabilityMeasure μ] (h : GaussianSites μ σ E) (hN : 2 ≤ N)
    {β δ : ℝ} (hδ : Real.sqrt (2 * δ) ≤ β * σ)
    (hgap : Real.log (∫ ω, partitionFn β E ω ∂μ)
      - ∫ ω, Real.log (partitionFn β E ω) ∂μ ≤ δ) :
    Real.exp ((β * σ - Real.sqrt (2 * δ)) ^ 2 / 2) ≤ N := by
  have hN0 : (0 : ℝ) < N := by exact_mod_cast (by omega : 0 < N)
  have hs2 : Real.sqrt (2 * Real.log N) ^ 2 = 2 * Real.log N :=
    Real.sq_sqrt (mul_nonneg (by norm_num) (Real.log_natCast_nonneg N))
  have hle : β * σ - Real.sqrt (2 * δ) ≤ Real.sqrt (2 * Real.log N) := by
    rcases le_or_gt (β * σ) (Real.sqrt (2 * Real.log N)) with hc | hc
    · linarith [Real.sqrt_nonneg (2 * δ)]
    · obtain ⟨-, h1, -, h3⟩ := small_box_misses_traps h hN hc
      have h4 := (Real.le_sqrt' (sub_pos.2 hc)).2
        (by nlinarith : (β * σ - Real.sqrt (2 * Real.log N)) ^ 2 ≤ 2 * δ)
      linarith
  rw [← Real.le_log_iff_exp_le hN0]
  have h5 := pow_le_pow_left₀ (sub_nonneg.2 hδ) hle 2
  linarith

end DisorderedHopping
```

Suppose the mean of $\ln Z$ is within $\delta$ of $\ln\langle Z\rangle$, and $\sqrt{2\delta} \le \beta\sigma$. Then
$$N \ge \exp\!\left(\frac{(\beta\sigma - \sqrt{2\delta})^2}{2}\right).$$

With $x$ and $s$ as before, the code splits into two cases. If $x \le s$, then $x - \sqrt{2\delta} \le s$ at once. If $x > s$, the cold-box theorem makes the gap at least $(x-s)^2/2$, so $(x-s)^2 \le 2\delta$ and again $x - \sqrt{2\delta} \le s$. The left-hand side is nonnegative by hypothesis, so squaring gives $(x-\sqrt{2\delta})^2 \le 2\ln N$, and exponentiating finishes the proof.

For $\beta\sigma = 6$ and $\delta = 1/2$ the box needs at least $e^{12.5}$, about 270,000 sites. This is a necessary size; the theorem doesn't say that it suffices.

```lean
#print axioms DisorderedHopping.site_moment
#print axioms DisorderedHopping.sites_needed
```

```
'DisorderedHopping.site_moment' depends on axioms: [propext, Classical.choice, Quot.sound]
'DisorderedHopping.sites_needed' depends on axioms: [propext, Classical.choice, Quot.sound]
```
